# From a nondegenerate reference, a perturbation that changes the excitation level by at most two reaches no level above 2n at order n

Q: Take a closed-shell molecule with its Hartree–Fock determinant as reference. Electrons repel in pairs, so one action of the perturbation replaces at most two spin orbitals. In Møller–Plesset theory, doubles therefore enter the wavefunction at first order, while quadruples wait for second order. Can a theorem about a matrix with labelled indices capture that?

A: It captures the counting. Let state \(i\) have level \(\ell_i\) and zeroth-order energy \(e_i\). The reference \(r\) has \(\ell_r=0\), no other state has energy \(e_r\), and \(V_{ij}=0\) when \(|\ell_i-\ell_j|>2\). Expand the eigenvector of \(H_0+\lambda V\) as \(\sum_n\lambda^n\psi^{(n)}\), with \(\psi^{(0)}\) the reference and \(\psi^{(n)}_r=0\) for \(n\ge1\). Order zero gives \(E_0=e_r\). Order \(n+1\), projected on state \(i\), gives

\[
(e_r-e_i)\,\psi^{(n+1)}_i=\sum_j V_{ij}\psi^{(n)}_j-\sum_{k=0}^{n}E_{k+1}\,\psi^{(n-k)}_i .
\]

For \(i=r\) the left side vanishes and only \(k=n\) survives in the last sum, so

\[
E_{n+1}=\sum_j V_{rj}\psi^{(n)}_j=\sum_{\ell_j\le2}V_{rj}\psi^{(n)}_j .
\]

Q: And the bound on the levels?

A: By induction. At order zero only \(r\) is occupied, and it has level 0. Now suppose the bound holds up to order \(n\), and take \(\ell_i>2(n+1)\). In the first sum, either \(\ell_j>2n\) and \(\psi^{(n)}_j=0\), or \(\ell_j\le2n\) and \(V_{ij}=0\). In the second, every \(\psi^{(n-k)}_i\) vanishes because \(\ell_i>2(n-k)\). Hence \((e_r-e_i)\psi^{(n+1)}_i=0\), and since \(i\ne r\) we may divide.

Q: What does Lean take a perturbation series to be?

A: The states form a finite type `ι`.

```lean
import Mathlib

open Matrix

namespace ExcitationOrder

variable {ι : Type*} [Fintype ι] [DecidableEq ι]
```

A series is any pair of sequences that solves these equations. `E n` and `ψ n` are the energy and vector of order \(n\), and `ψ n i` is \(\psi^{(n)}_i\).

```lean
/-- The order-by-order Schrödinger equations for `H0 + V`, with `H0` diagonal with entries `e`,
zeroth-order vector the reference `r`, and intermediate normalisation.
`E n` and `ψ n` are the energy and the vector of order `n`. -/
structure IsRSSeries (e : ι → ℂ) (V : Matrix ι ι ℂ) (r : ι)
    (E : ℕ → ℂ) (ψ : ℕ → ι → ℂ) : Prop where
  reference : ψ 0 = Pi.single r 1
  normalised : ∀ n, ψ (n + 1) r = 0
  zeroth : diagonal e *ᵥ ψ 0 = E 0 • ψ 0
  order : ∀ n, diagonal e *ᵥ ψ (n + 1) + V *ᵥ ψ n =
    E 0 • ψ (n + 1) + ∑ k ∈ Finset.range (n + 1), E (k + 1) • ψ (n - k)
```

The field `normalised` fixes intermediate normalisation, so the total vector has overlap 1 with the reference, not unit length. Energies and matrix elements are complex, and Hermiticity is never assumed. Convergence of the series is not claimed.

Q: Where is the two-electron nature of the repulsion?

A: In a selection rule. Despite its name, `CouplesByTwo` means "by at most two", so singles and diagonal elements are allowed.

```lean
/-- The perturbation has no matrix element between states whose levels differ by more than 2. -/
def CouplesByTwo (level : ι → ℕ) (V : Matrix ι ι ℂ) : Prop :=
  ∀ i j, level j + 2 < level i ∨ level i + 2 < level j → V i j = 0
```

For determinants, `level` is the number of spin orbitals of the reference that are replaced, so moving both electrons of one spatial orbital into another counts as level 2. The Slater–Condon rules supply this condition, and a gap between occupied and virtual orbital energies supplies the nondegeneracy. Neither is derived here from the electronic Hamiltonian; the theorems take them as hypotheses.

Q: Could your definition of a series be impossible to satisfy?

A: Not for a nondegenerate reference. The first lemma collapses the renormalisation sum at \(r\), as above.

```lean
omit [Fintype ι] in
/-- In intermediate normalisation, the renormalisation sum projected on the reference
reduces to the energy of highest order. -/
theorem sum_at_reference {r : ι} {ψ : ℕ → ι → ℂ} (h0 : ψ 0 = Pi.single r 1)
    (h1 : ∀ n, ψ (n + 1) r = 0) (E : ℕ → ℂ) (n : ℕ) :
    ∑ k ∈ Finset.range (n + 1), E (k + 1) * ψ (n - k) r = E (n + 1) := by
  have hz : ∀ k ∈ Finset.range n, E (k + 1) * ψ (n - k) r = 0 := by
    intro k hk
    have hk' := Finset.mem_range.mp hk
    obtain ⟨m, hm⟩ : ∃ m, n - k = m + 1 := ⟨n - k - 1, by omega⟩
    rw [hm, h1, mul_zero]
  rw [Finset.sum_range_succ, Finset.sum_eq_zero hz, Nat.sub_self, h0, Pi.single_eq_same,
    mul_one, zero_add]
```

Next come the textbook recursion, with denominators \(e_r-e_i\), and its energies.

```lean
/-- The explicit Rayleigh-Schrödinger recursion with energy denominators `e r - e i`; it is meant
for a reference `r` whose energy no other state shares. -/
noncomputable def rsVec (e : ι → ℂ) (V : Matrix ι ι ℂ) (r : ι) : ℕ → ι → ℂ
  | 0 => Pi.single r 1
  | n + 1 => fun i => if i = r then 0 else
      ((V *ᵥ rsVec e V r n) i - ∑ k : Fin (n + 1),
        (V *ᵥ rsVec e V r k.val) r * rsVec e V r (n - k.val) i) / (e r - e i)
termination_by n => n
decreasing_by all_goals omega

/-- The energies that go with `rsVec`: the reference energy at order zero, then the projection
of `V` times the preceding vector on the reference. -/
noncomputable def rsEnergy (e : ι → ℂ) (V : Matrix ι ι ℂ) (r : ι) : ℕ → ℂ
  | 0 => e r
  | n + 1 => (V *ᵥ rsVec e V r n) r
```

They solve the equations at every order, for every \(V\). The proof splits on the state: at \(r\) the equation fixes the energy, elsewhere it fixes the amplitude.

```lean
/-- If no other state shares the energy of the reference, the explicit recursion solves the
Schrödinger equation at every order, for any perturbation. -/
theorem rsVec_witness (e : ι → ℂ) (V : Matrix ι ι ℂ) (r : ι) (he : ∀ i, i ≠ r → e i ≠ e r) :
    IsRSSeries e V r (rsEnergy e V r) (rsVec e V r) := by
  have h0 : rsVec e V r 0 = Pi.single r 1 := by rw [rsVec]
  have h1 : ∀ n, rsVec e V r (n + 1) r = 0 := by
    intro n
    rw [rsVec]
    simp
  have hE : rsEnergy e V r 0 = e r := rfl
  refine ⟨h0, h1, ?_, ?_⟩
  · ext i
    rw [mulVec_diagonal, Pi.smul_apply, smul_eq_mul, h0, hE]
    by_cases hi : i = r
    · rw [hi]
    · simp [hi]
  · intro n
    ext i
    simp only [Pi.add_apply, Pi.smul_apply, Finset.sum_apply, smul_eq_mul, mulVec_diagonal, hE]
    by_cases hi : i = r
    · -- on the reference the equation fixes the energy
      rw [hi, sum_at_reference h0 h1, h1, mul_zero, zero_add, zero_add]
      rfl
    · -- elsewhere it fixes the amplitude
      have hd : e r - e i ≠ 0 := sub_ne_zero.mpr (he i hi).symm
      have hv : rsVec e V r (n + 1) i = ((V *ᵥ rsVec e V r n) i -
          ∑ k ∈ Finset.range (n + 1), rsEnergy e V r (k + 1) * rsVec e V r (n - k) i)
          / (e r - e i) := by
        rw [rsVec, Finset.sum_range]
        simp only [if_neg hi, rsEnergy]
      rw [eq_div_iff hd] at hv
      linear_combination -hv
```

Q: Then show me the induction.

A: First the projected equation. Lean obtains \(E_0=e_r\) from the field `zeroth` and then rearranges the equation of order \(n+1\).

```lean
variable {e : ι → ℂ} {V : Matrix ι ι ℂ} {r : ι} {E : ℕ → ℂ} {ψ : ℕ → ι → ℂ} {level : ι → ℕ}

/-- The amplitude equation: the Schrödinger equation of order `n + 1` projected on state `i`. -/
theorem amplitude_eq (hS : IsRSSeries e V r E ψ) (n : ℕ) (i : ι) :
    (e r - e i) * ψ (n + 1) i =
      (V *ᵥ ψ n) i - ∑ k ∈ Finset.range (n + 1), E (k + 1) * ψ (n - k) i := by
  have hE := congrFun hS.zeroth r
  rw [mulVec_diagonal, Pi.smul_apply, smul_eq_mul, hS.reference, Pi.single_eq_same,
    mul_one, mul_one] at hE
  have h := congrFun (hS.order n) i
  simp only [Pi.add_apply, Pi.smul_apply, Finset.sum_apply, smul_eq_mul, mulVec_diagonal,
    ← hE] at h
  linear_combination -h
```

Setting \(i=r\) gives the energy. The selection rule removes every term above level 2.

```lean
/-- If the reference has level 0 and `V` changes the level by at most 2, the energy of order
`n + 1` is a sum over the amplitudes of order `n` on levels up to 2. -/
theorem energy_eq_sum_low_levels (hS : IsRSSeries e V r E ψ) (hr : level r = 0)
    (hV : CouplesByTwo level V) (n : ℕ) :
    E (n + 1) = ∑ j with level j ≤ 2, V r j * ψ n j := by
  have h := amplitude_eq hS n r
  rw [sum_at_reference hS.reference hS.normalised] at h
  have h' : E (n + 1) = ∑ j, V r j * ψ n j := by
    change E (n + 1) = (V *ᵥ ψ n) r
    linear_combination h
  rw [h', Finset.sum_filter]
  refine Finset.sum_congr rfl fun j _ => ?_
  by_cases hj : level j ≤ 2
  · rw [if_pos hj]
  · rw [if_neg hj, hV r j (Or.inr (by omega)), zero_mul]
```

The main theorem uses strong induction, because the renormalisation terms contain all earlier vectors. In its proof, `h1` is the vanishing of the first sum, `h2` that of the second, and the last line divides by the energy difference.

```lean
/-- Order of entry of excitation classes: if the reference has level 0 and an energy shared by no
other state, and `V` changes the level by at most 2, then the vector of order `n` vanishes on
all levels above `2 n`. -/
theorem support_le_two_mul (hS : IsRSSeries e V r E ψ) (he : ∀ i, i ≠ r → e i ≠ e r)
    (hr : level r = 0) (hV : CouplesByTwo level V) (n : ℕ) :
    ∀ i, 2 * n < level i → ψ n i = 0 := by
  induction n using Nat.strong_induction_on with
  | _ n ih =>
    intro i hi
    have hir : i ≠ r := by
      intro h
      rw [h, hr] at hi
      omega
    cases n with
    | zero => rw [hS.reference, Pi.single_eq_of_ne hir]
    | succ n =>
      have h := amplitude_eq hS n i
      -- one application of V climbs at most two levels
      have h1 : (V *ᵥ ψ n) i = 0 := by
        change ∑ j, V i j * ψ n j = 0
        refine Finset.sum_eq_zero fun j _ => ?_
        by_cases hj : 2 * n < level j
        · rw [ih n (by omega) j hj, mul_zero]
        · rw [hV i j (Or.inl (by omega)), zero_mul]
      -- the renormalisation terms contain earlier vectors only
      have h2 : ∑ k ∈ Finset.range (n + 1), E (k + 1) * ψ (n - k) i = 0 :=
        Finset.sum_eq_zero fun k _ => by rw [ih (n - k) (by omega) i (by omega), mul_zero]
      rw [h1, h2, sub_zero] at h
      exact (mul_eq_zero.mp h).resolve_left (sub_ne_zero.mpr (he i hir).symm)
```

In a finite determinant basis that obeys these rules, quadruples therefore cannot enter the Møller–Plesset wavefunction before second order, and each energy correction is a sum over amplitudes up to doubles from the order before. Higher excitations still act indirectly: second-order triples and quadruples can feed the third-order doubles, and through them the fourth-order energy.

Q: So the second-order vector consists of quadruples?

A: No, that misreads an upper bound. Singles, doubles and triples may appear at second order as well. Purity is a first-order statement, and it starts from the explicit amplitude

\[
\psi^{(1)}_i=\frac{V_{ir}}{e_r-e_i},\qquad i\ne r .
\]

```lean
/-- The first-order amplitude of a state whose energy differs from that of the reference is its
coupling to the reference divided by the energy difference. -/
theorem first_order_amplitude (hS : IsRSSeries e V r E ψ) {i : ι} (hi : e i ≠ e r) :
    ψ 1 i = V i r / (e r - e i) := by
  have hir : i ≠ r := fun h => hi (by rw [h])
  have h := amplitude_eq hS 0 i
  have hV : (V *ᵥ ψ 0) i = V i r := by
    rw [hS.reference]
    simp
  have h0 : ψ 0 i = 0 := by rw [hS.reference, Pi.single_eq_of_ne hir]
  rw [hV, Finset.sum_range_one, Nat.sub_zero, h0, mul_zero, sub_zero, zero_add] at h
  rw [eq_div_iff (sub_ne_zero.mpr hi.symm)]
  linear_combination h
```

Levels above 2 drop out by the selection rule. Level 1 drops out by the hypothesis `hB`, which stands for Brillouin's theorem: a Hartree–Fock reference does not couple to single excitations. The reference itself drops out by normalisation.

```lean
/-- If the reference is the only state of level 0 and shares its energy with no other state, and
`V` changes the level by at most 2 and does not couple the reference to level 1, then the
first-order vector lies purely in level 2. -/
theorem first_order_level_two (hS : IsRSSeries e V r E ψ) (he : ∀ i, i ≠ r → e i ≠ e r)
    (hr : ∀ i, level i = 0 ↔ i = r) (hV : CouplesByTwo level V)
    (hB : ∀ i, level i = 1 → V i r = 0) (i : ι) (hi : level i ≠ 2) : ψ 1 i = 0 := by
  by_cases hir : i = r
  · rw [hir]
    exact hS.normalised 0
  · have hr0 : level r = 0 := (hr r).mpr rfl
    have hi0 : level i ≠ 0 := fun h => hir ((hr i).mp h)
    have hVi : V i r = 0 := by
      by_cases h1 : level i = 1
      · exact hB i h1
      · exact hV i r (Or.inl (by omega))
    rw [first_order_amplitude hS (he i hir), hVi, zero_div]
```

Q: Why does `hr` now say that the reference is the only state of level 0?

A: Another level-0 state coupled to \(r\) would acquire a first-order amplitude, and the vector would no longer lie in level 2. What this shows to be necessary is the absence of such a coupling; uniqueness is a simple way to ensure it.

Q: Is \(2n\) ever reached, or is it merely safe?

A: It is reached on a ladder of \(N+1\) states with energies \(0,1,\dots,N\) and unit coupling between neighbours.

```lean
/-- A ladder of `N + 1` states in which `V` couples nearest neighbours with unit strength. -/
def ladder (N : ℕ) : Matrix (Fin (N + 1)) (Fin (N + 1)) ℂ :=
  fun i j => if i.val = j.val + 1 ∨ j.val = i.val + 1 then 1 else 0
```

Rung \(i\) is given level \(2i\), so the selection rule holds.

```lean
/-- When rung `i` of the ladder is given level `2 i`, the coupling changes the level by
at most 2. -/
theorem ladder_couplesByTwo (N : ℕ) : CouplesByTwo (fun i => 2 * i.val) (ladder N) := by
  intro i j h
  have hne : ¬ (i.val = j.val + 1 ∨ j.val = i.val + 1) := by
    dsimp only at h
    omega
  exact if_neg hne
```

Rung \(n+1\) is fed only from rung \(n\), and the renormalisation terms vanish there by the main theorem. The projected equation becomes

\[
-(n+1)\,\psi^{(n+1)}_{n+1}=\psi^{(n)}_n,\qquad\text{hence}\qquad \psi^{(n)}_n=\frac{(-1)^n}{n!}\quad(n\le N).
\]

Lean isolates the single feeding term with `Finset.sum_eq_single` and closes the induction with the factorial identity.

```lean
/-- On the ladder with energies `0, 1, ..., N` and the lowest rung as reference, the vector of order
`n ≤ N` has amplitude `(-1)^n / n!` on rung `n`. -/
theorem ladder_top_amplitude {N : ℕ} {E : ℕ → ℂ} {ψ : ℕ → Fin (N + 1) → ℂ}
    (hS : IsRSSeries (fun i => (i.val : ℂ)) (ladder N) 0 E ψ) (n : ℕ) (hn : n < N + 1) :
    ψ n ⟨n, hn⟩ = (-1) ^ n / (n.factorial : ℂ) := by
  have supp := support_le_two_mul (level := fun i : Fin (N + 1) => 2 * i.val) hS
    (fun i hi h => hi (Fin.ext (Nat.cast_injective (R := ℂ) h))) rfl (ladder_couplesByTwo N)
  induction n with
  | zero =>
    have h0 : (⟨0, hn⟩ : Fin (N + 1)) = 0 := rfl
    rw [h0, hS.reference, Pi.single_eq_same]
    simp
  | succ n ih =>
    have hn' : n < N + 1 := by omega
    have h := amplitude_eq hS n ⟨n + 1, hn⟩
    -- the new top rung is reached only from the previous one
    have h1 : (ladder N *ᵥ ψ n) ⟨n + 1, hn⟩ = ψ n ⟨n, hn'⟩ := by
      change ∑ j, ladder N ⟨n + 1, hn⟩ j * ψ n j = _
      rw [Finset.sum_eq_single (⟨n, hn'⟩ : Fin (N + 1))]
      · simp [ladder]
      · intro j _ hj
        have hjn : j.val ≠ n := fun h => hj (Fin.ext h)
        by_cases hlt : n < j.val
        · rw [supp n j (by omega), mul_zero]
        · have hne : ¬ (n + 1 = j.val + 1 ∨ j.val = n + 1 + 1) := by omega
          have hl : ladder N ⟨n + 1, hn⟩ j = 0 := if_neg hne
          rw [hl, zero_mul]
      · intro hj
        exact absurd (Finset.mem_univ _) hj
    have h2 : ∑ k ∈ Finset.range (n + 1), E (k + 1) * ψ (n - k) ⟨n + 1, hn⟩ = 0 :=
      Finset.sum_eq_zero fun k _ => by
        rw [supp (n - k) ⟨n + 1, hn⟩ (by dsimp only; omega), mul_zero]
    rw [h1, h2, ih hn'] at h
    simp only [Fin.val_zero, Nat.cast_zero, Nat.cast_add, Nat.cast_one, sub_zero,
      zero_sub] at h
    have hn1 : (n : ℂ) + 1 ≠ 0 := Nat.cast_add_one_ne_zero n
    have hf : (n.factorial : ℂ) ≠ 0 := by exact_mod_cast n.factorial_ne_zero
    rw [eq_div_iff hf] at h
    rw [Nat.factorial_succ, Nat.cast_mul, Nat.cast_add, Nat.cast_one,
      eq_div_iff (mul_ne_zero hn1 hf)]
    linear_combination -h

end ExcitationOrder
```

```lean
#print axioms ExcitationOrder.energy_eq_sum_low_levels
#print axioms ExcitationOrder.first_order_level_two
#print axioms ExcitationOrder.ladder_top_amplitude
```

```
'ExcitationOrder.energy_eq_sum_low_levels' depends on axioms: [propext, Classical.choice, Quot.sound]
'ExcitationOrder.first_order_level_two' depends on axioms: [propext, Classical.choice, Quot.sound]
'ExcitationOrder.ladder_top_amplitude' depends on axioms: [propext, Classical.choice, Quot.sound]
```

Q: Does that value depend on intermediate normalisation?

A: No. Rescaling the total vector to unit length multiplies it by \(1+O(\lambda^2)\), and all orders below \(n\) vanish on rung \(n\), so the coefficient of \(\lambda^n\) there stays \((-1)^n/n!\).

Q: And the smallest ladder?

A: For \(N=0\) only the reference exists, and the formula gives its amplitude 1 at order zero. For \(N=1\) the upper rung enters at first order with amplitude \(-1\), which is \(V_{10}/(e_0-e_1)\).
